# Undamped SCF iteration with one parameter and a continuous, nonincreasing update: convergence or approach to a two-cycle

To study whether an undamped self-consistent-field (SCF) iteration settles or keeps alternating, we reduce its state to one real number x in an interval [a, b], for instance an orbital population between its smallest and largest allowed values. One SCF cycle turns x into F(x), so F here is the whole update rule and not the Fock matrix. The iteration is

xₙ₊₁ = F(xₙ), with x₀ in [a, b].

Three conditions are postulated for F:

- It maps [a, b] into itself: the update never produces a forbidden population.
- It is continuous: the new population does not jump, as it could at a level crossing with integer occupations.
- It is nonincreasing: a larger input population raises the orbital's energy through repulsion, so the output population is no larger than it would be for a smaller input.

In electronic-structure calculations, an undamped SCF run can alternate between two densities; the results below describe this behaviour for a single parameter with such a response. A full Roothaan iteration updates a density matrix, and its reduction to a scalar map with these three properties is assumed, not derived.

In Lean, `ScfMap F a b` is the statement that F has the three properties, listed as `maps`, `cont` and `anti`. The function F is defined on all of ℝ, but the conditions concern only `Icc a b`, the closed interval [a, b].

```lean
import Mathlib

open Set Filter Topology

namespace RoothaanTwoCycle

/-- A one-parameter SCF update rule on `[a, b]`: a continuous, nonincreasing map of the
interval into itself. -/
structure ScfMap (F : ℝ → ℝ) (a b : ℝ) : Prop where
  maps : ∀ x ∈ Icc a b, F x ∈ Icc a b
  cont : ContinuousOn F (Icc a b)
  anti : AntitoneOn F (Icc a b)
```

The iterate xₙ is written `scfOrbit F x₀ n`.

```lean
/-- The undamped iteration of a scalar update rule `F` from the start `x₀`: each later iterate is
`F` applied to the one before. -/
def scfOrbit (F : ℝ → ℝ) (x₀ : ℝ) : ℕ → ℝ
  | 0 => x₀
  | n + 1 => F (scfOrbit F x₀ n)
```

## (a) Iterates remain admissible

Show that an iteration started in [a, b] never leaves it:

xₙ ∈ [a, b] for every n.

**Solution.** This holds for x₀ by assumption. If xₙ is in [a, b], so is F(xₙ) = xₙ₊₁, because F maps the interval into itself. The Lean proof is the same induction.

```lean
variable {F : ℝ → ℝ} {a b x₀ s : ℝ}

/-- If `F` is a continuous nonincreasing map of `[a, b]` into itself, its iteration started in
`[a, b]` stays in `[a, b]`. -/
theorem scfOrbit_mem (h : ScfMap F a b) (hx : x₀ ∈ Icc a b) (n : ℕ) :
    scfOrbit F x₀ n ∈ Icc a b := by
  induction n with
  | zero => exact hx
  | succ n ih => exact h.maps _ ih
```

## (b) One self-consistent solution

Let a ≤ b. Show that exactly one x in [a, b] satisfies

F(x) = x.

**Solution.** The residual F(x) − x is continuous. It is at least 0 at a, since F(a) ≥ a, and at most 0 at b, since F(b) ≤ b. By the intermediate value theorem it vanishes somewhere in between.

Suppose x and y are both solutions and y ≤ x. As F is nonincreasing, F(x) ≤ F(y), which says x ≤ y. Hence x = y.

In Lean, `∃!` means "there is exactly one". The theorem `intermediate_value_Icc'` supplies the zero of the residual, and `le_total` splits uniqueness into the two possible orders of x and y.

```lean
/-- A continuous nonincreasing map of a nonempty interval `[a, b]` into itself has exactly one
self-consistent solution there. -/
theorem existsUnique_fixedPoint (h : ScfMap F a b) (hab : a ≤ b) :
    ∃! x, x ∈ Icc a b ∧ F x = x := by
  have hg : ContinuousOn (fun x => F x - x) (Icc a b) := h.cont.sub continuousOn_id
  have ha := (h.maps a ⟨le_rfl, hab⟩).1
  have hb := (h.maps b ⟨hab, le_rfl⟩).2
  -- the residual F x - x changes sign on the interval
  obtain ⟨x, hx, hx0⟩ := intermediate_value_Icc' hab hg
    (⟨sub_nonpos.2 hb, sub_nonneg.2 ha⟩ : (0 : ℝ) ∈ Icc (F b - b) (F a - a))
  have hfx : F x = x := sub_eq_zero.1 hx0
  refine ⟨x, ⟨hx, hfx⟩, ?_⟩
  rintro y ⟨hy, hfy⟩
  rcases le_total y x with hyx | hxy
  · have := h.anti hy hx hyx
    linarith
  · have := h.anti hx hy hxy
    linarith
```

## (c) Consecutive iterates bracket the solution

Let s be the self-consistent solution. Show that for every n

min(xₙ, xₙ₊₁) ≤ s ≤ max(xₙ, xₙ₊₁).

**Solution.** If xₙ ≤ s, applying F reverses the order: xₙ₊₁ = F(xₙ) ≥ F(s) = s. If xₙ ≥ s, the same step gives xₙ₊₁ ≤ s. It follows that |xₙ − s| ≤ |xₙ₊₁ − xₙ|, so in this model the change in one cycle bounds the remaining error.

The Lean set `uIcc` is the closed interval between two numbers in either order. The two cases of the proof are those above.

```lean
/-- For a continuous nonincreasing map of `[a, b]` into itself, iterated from a start in `[a, b]`, a
self-consistent solution in `[a, b]` lies between any two consecutive iterates. -/
theorem fixedPoint_bracketed (h : ScfMap F a b) (hx : x₀ ∈ Icc a b)
    (hs : s ∈ Icc a b) (hfix : F s = s) (n : ℕ) :
    s ∈ uIcc (scfOrbit F x₀ n) (scfOrbit F x₀ (n + 1)) := by
  have hn := scfOrbit_mem h hx n
  rw [mem_uIcc]
  rcases le_total (scfOrbit F x₀ n) s with h1 | h1
  · exact Or.inl ⟨h1, hfix.symm.le.trans (h.anti hn hs h1)⟩
  · exact Or.inr ⟨(h.anti hs hn h1).trans hfix.le, h1⟩
```

## (d) Even and odd iterates move in opposite directions

Show that either

x₀ ≤ x₂ ≤ x₄ ≤ … and x₁ ≥ x₃ ≥ x₅ ≥ …,

or the same holds with all inequalities reversed.

**Solution.** One update reverses order: xᵢ ≤ xⱼ implies xⱼ₊₁ ≤ xᵢ₊₁. Two updates therefore preserve it. If x₀ ≤ x₂, repeated double updates give x₂ₙ ≤ x₂ₙ₊₂ for all n, and one further update gives x₂ₙ₊₃ ≤ x₂ₙ₊₁. If x₂ ≤ x₀, every inequality is reversed.

In the code, `step` is the order reversal under one update, used twice in the inductions for `up` and `down`. `Monotone` and `Antitone` mean nondecreasing and nonincreasing, so constant sequences are allowed.

```lean
/-- For a continuous nonincreasing map of `[a, b]` into itself, iterated from a start in `[a, b]`,
the even and the odd iterates are monotone, in opposite directions. -/
theorem even_odd_monotone (h : ScfMap F a b) (hx : x₀ ∈ Icc a b) :
    (Monotone (fun n => scfOrbit F x₀ (2 * n)) ∧
      Antitone (fun n => scfOrbit F x₀ (2 * n + 1))) ∨
    (Antitone (fun n => scfOrbit F x₀ (2 * n)) ∧
      Monotone (fun n => scfOrbit F x₀ (2 * n + 1))) := by
  -- one update reverses the order of two iterates
  have step : ∀ i j, scfOrbit F x₀ i ≤ scfOrbit F x₀ j →
      scfOrbit F x₀ (j + 1) ≤ scfOrbit F x₀ (i + 1) := fun i j hij =>
    h.anti (scfOrbit_mem h hx i) (scfOrbit_mem h hx j) hij
  rcases le_total (scfOrbit F x₀ 0) (scfOrbit F x₀ 2) with h0 | h0
  · have up : ∀ n, scfOrbit F x₀ (2 * n) ≤ scfOrbit F x₀ (2 * n + 2) := by
      intro n
      induction n with
      | zero => exact h0
      | succ n ih => exact step _ _ (step _ _ ih)
    exact Or.inl ⟨monotone_nat_of_le_succ fun n => up n,
      antitone_nat_of_succ_le fun n => step _ _ (up n)⟩
  · have down : ∀ n, scfOrbit F x₀ (2 * n + 2) ≤ scfOrbit F x₀ (2 * n) := by
      intro n
      induction n with
      | zero => exact h0
      | succ n ih => exact step _ _ (step _ _ ih)
    exact Or.inr ⟨antitone_nat_of_succ_le fun n => down n,
      monotone_nat_of_le_succ fun n => step _ _ (down n)⟩
```

## (e) Convergence read from the two halves

For any real sequence u and real number l, show that

uₙ → l ⇔ (u₂ₙ → l and u₂ₙ₊₁ → l).

**Solution.** Subsequences of a convergent sequence have the same limit. Conversely, given ε > 0, choose N and M so that |u₂ₖ − l| < ε for k ≥ N and |u₂ₖ₊₁ − l| < ε for k ≥ M. Any n ≥ 2(N + M) is 2k or 2k + 1 with k ≥ N + M, so |uₙ − l| < ε.

`Tendsto u atTop (𝓝 l)` is Lean's form of uₙ → l. The split of n into even and odd is `Nat.even_or_odd'`, and `omega` settles the integer inequalities.

```lean
/-- A real sequence converges to `l` exactly when its even and odd parts both do. -/
theorem tendsto_iff_even_odd (u : ℕ → ℝ) (l : ℝ) :
    Tendsto u atTop (𝓝 l) ↔ Tendsto (fun n => u (2 * n)) atTop (𝓝 l) ∧
      Tendsto (fun n => u (2 * n + 1)) atTop (𝓝 l) := by
  constructor
  · intro hu
    exact ⟨hu.comp (StrictMono.tendsto_atTop
        (fun i j (hij : i < j) => (by omega : 2 * i < 2 * j))),
      hu.comp (StrictMono.tendsto_atTop
        (fun i j (hij : i < j) => (by omega : 2 * i + 1 < 2 * j + 1)))⟩
  · rintro ⟨he, ho⟩
    rw [Metric.tendsto_atTop] at he ho ⊢
    intro ε hε
    obtain ⟨N, hN⟩ := he ε hε
    obtain ⟨M, hM⟩ := ho ε hε
    refine ⟨2 * (N + M), fun n hn => ?_⟩
    obtain ⟨k, rfl | rfl⟩ := Nat.even_or_odd' n
    · exact hN k (by omega)
    · exact hM k (by omega)
```

## (f) The two limits and the convergence criterion

Show that there are p and q in [a, b] with

x₂ₙ → p, x₂ₙ₊₁ → q, F(p) = q, F(q) = p,

and that

(xₙ) converges ⇔ p = q.

**Solution.** By (a) and (d) both halves are bounded and monotone, so they converge, and their limits lie in the closed interval. Continuity gives x₂ₙ₊₁ = F(x₂ₙ) → F(p), hence F(p) = q. Likewise x₂ₙ₊₂ = F(x₂ₙ₊₁) → F(q), hence F(q) = p. The criterion is then (e) together with uniqueness of limits.

If p = q, the common value satisfies F(p) = p and is the solution from (b). If p ≠ q, the iteration approaches a genuine two-cycle.

The theorem also restates (b) and (d). Inside its proof, `lim` is the convergence of bounded monotone sequences, `push` is the continuity step, and `tendsto_add_atTop_nat 1` shifts the even sequence by one place.

```lean
/-- Main theorem. For a continuous nonincreasing map of `[a, b]` into itself and a start in
`[a, b]`, there is exactly one self-consistent solution, the even and odd iterates are monotone with
limits `p` and `q` that `F` exchanges, and the whole iteration converges exactly when `p = q`. -/
theorem roothaan_dichotomy (h : ScfMap F a b) (hx : x₀ ∈ Icc a b) :
    (∃! x, x ∈ Icc a b ∧ F x = x) ∧
    ((Monotone (fun n => scfOrbit F x₀ (2 * n)) ∧
        Antitone (fun n => scfOrbit F x₀ (2 * n + 1))) ∨
      (Antitone (fun n => scfOrbit F x₀ (2 * n)) ∧
        Monotone (fun n => scfOrbit F x₀ (2 * n + 1)))) ∧
    ∃ p ∈ Icc a b, ∃ q ∈ Icc a b,
      Tendsto (fun n => scfOrbit F x₀ (2 * n)) atTop (𝓝 p) ∧
      Tendsto (fun n => scfOrbit F x₀ (2 * n + 1)) atTop (𝓝 q) ∧
      F p = q ∧ F q = p ∧
      ((∃ l, Tendsto (scfOrbit F x₀) atTop (𝓝 l)) ↔ p = q) := by
  have mem := scfOrbit_mem h hx
  have hmono := even_odd_monotone h hx
  refine ⟨existsUnique_fixedPoint h (hx.1.trans hx.2), hmono, ?_⟩
  -- bounded monotone sequences converge inside the interval
  have lim : ∀ u : ℕ → ℝ, (∀ n, u n ∈ Icc a b) → (Monotone u ∨ Antitone u) →
      ∃ p ∈ Icc a b, Tendsto u atTop (𝓝 p) := by
    intro u hu hm
    have hex : ∃ p, Tendsto u atTop (𝓝 p) := by
      rcases hm with hm | hm
      · exact ⟨_, tendsto_atTop_ciSup hm ⟨b, by rintro _ ⟨n, rfl⟩; exact (hu n).2⟩⟩
      · exact ⟨_, tendsto_atTop_ciInf hm ⟨a, by rintro _ ⟨n, rfl⟩; exact (hu n).1⟩⟩
    obtain ⟨p, hp⟩ := hex
    exact ⟨p, isClosed_Icc.mem_of_tendsto hp (Eventually.of_forall hu), hp⟩
  obtain ⟨p, hpm, hp⟩ := lim _ (fun n => mem (2 * n))
    (hmono.elim (fun t => Or.inl t.1) (fun t => Or.inr t.1))
  obtain ⟨q, hqm, hq⟩ := lim _ (fun n => mem (2 * n + 1))
    (hmono.elim (fun t => Or.inr t.2) (fun t => Or.inl t.2))
  -- continuity carries each limit to the other
  have push : ∀ (u : ℕ → ℝ) (r : ℝ), (∀ n, u n ∈ Icc a b) → r ∈ Icc a b →
      Tendsto u atTop (𝓝 r) → Tendsto (fun n => F (u n)) atTop (𝓝 (F r)) :=
    fun u r hu hr ht => (h.cont r hr).tendsto.comp
      (tendsto_nhdsWithin_iff.2 ⟨ht, Eventually.of_forall hu⟩)
  have hFp : F p = q := tendsto_nhds_unique (push _ p (fun n => mem (2 * n)) hpm hp) hq
  have hFq : F q = p := tendsto_nhds_unique (push _ q (fun n => mem (2 * n + 1)) hqm hq)
    (hp.comp (tendsto_add_atTop_nat 1))
  refine ⟨p, hpm, q, hqm, hp, hq, hFp, hFq, ?_, ?_⟩
  · rintro ⟨l, hl⟩
    obtain ⟨he, ho⟩ := (tendsto_iff_even_odd _ l).1 hl
    exact (tendsto_nhds_unique hp he).trans (tendsto_nhds_unique hq ho).symm
  · intro hpq
    exact ⟨p, (tendsto_iff_even_odd _ p).2 ⟨hp, by rw [hpq]; exact hq⟩⟩
```

## (g) A convergent orbit that repeats after two updates

Suppose F(F(p)) = p and the iteration started at p converges to l. Show that

p = l and F(p) = l.

**Solution.** Every even iterate is p and every odd iterate is F(p). By (e) both constant sequences converge to l, so both constants equal l. In Lean these constant values are `he` and `ho`. Neither continuity nor monotonicity of F is used.

```lean
/-- If `F (F p) = p` and the iteration started at `p` converges to `l`, then both `p` and
`F p` equal `l`. -/
theorem two_cycle_limit {p l : ℝ} (hp : F (F p) = p)
    (hl : Tendsto (scfOrbit F p) atTop (𝓝 l)) : p = l ∧ F p = l := by
  have he : ∀ n, scfOrbit F p (2 * n) = p := by
    intro n
    induction n with
    | zero => rfl
    | succ n ih =>
      change F (F (scfOrbit F p (2 * n))) = p
      rw [ih, hp]
  have ho : ∀ n, scfOrbit F p (2 * n + 1) = F p := fun n => congrArg F (he n)
  obtain ⟨h1, h2⟩ := (tendsto_iff_even_odd _ l).1 hl
  simp only [he] at h1
  simp only [ho] at h2
  exact ⟨tendsto_nhds_unique tendsto_const_nhds h1, tendsto_nhds_unique tendsto_const_nhds h2⟩
```

## (h) When every start converges

With s as in (c), show that the statement

xₙ → s for every x₀ in [a, b]

is equivalent to

F(F(p)) = p ⇒ F(p) = p for every p in [a, b].

**Solution.** Assume that every start converges and that F(F(p)) = p. Starting at p, part (g) gives F(p) = p.

Conversely, assume the second statement. The limits in (f) satisfy F(F(p)) = F(q) = p, so F(p) = p and therefore q = p. By uniqueness p = s, and (e) gives xₙ → s. The Lean proof treats the two directions in this order.

```lean
/-- Let `F` be a continuous nonincreasing map of `[a, b]` into itself and `s` a self-consistent
solution in `[a, b]`. Every iteration started in `[a, b]` converges to `s` exactly when each point
of `[a, b]` restored by two updates is already restored by one. -/
theorem converges_iff_no_two_cycle (h : ScfMap F a b) (hs : s ∈ Icc a b) (hfix : F s = s) :
    (∀ x ∈ Icc a b, Tendsto (scfOrbit F x) atTop (𝓝 s)) ↔
      ∀ p ∈ Icc a b, F (F p) = p → F p = p := by
  constructor
  · intro hall p hp hpp
    obtain ⟨h1, h2⟩ := two_cycle_limit hpp (hall p hp)
    exact h2.trans h1.symm
  · intro hno x hx
    obtain ⟨huniq, -, p, hp, q, -, tp, tq, hFp, hFq, -⟩ := roothaan_dichotomy h hx
    have hpp : F p = p := hno p hp (by rw [hFp, hFq])
    have hps : p = s := huniq.unique ⟨hp, hpp⟩ ⟨hs, hfix⟩
    have hqs : q = s := (hFp.symm.trans hpp).trans hps
    rw [hps] at tp
    rw [hqs] at tq
    exact (tendsto_iff_even_odd _ s).2 ⟨tp, tq⟩
```

## (i) A response weaker than the change that causes it

Suppose that for all distinct x, y in [a, b]

|F(x) − F(y)| < |x − y|.

Show that xₙ → s from every start in [a, b].

**Solution.** By (h) it is enough to exclude a two-cycle. If F(F(p)) = p with F(p) ≠ p, the hypothesis for the points F(p) and p reads

|p − F(p)| < |F(p) − p|,

which is impossible. Physically, the condition says that a change in the input population produces a smaller change in the output. No common contraction factor below 1 is required. The code obtains the impossible inequality as `hlt`.

```lean
/-- If a continuous nonincreasing map of `[a, b]` into itself strictly shrinks the distance between
any two distinct points of `[a, b]`, every iteration started in `[a, b]` converges to the
self-consistent solution `s` there. -/
theorem converges_of_shrinking (h : ScfMap F a b) (hs : s ∈ Icc a b) (hfix : F s = s)
    (hc : ∀ x ∈ Icc a b, ∀ y ∈ Icc a b, x ≠ y → |F x - F y| < |x - y|)
    (hx : x₀ ∈ Icc a b) : Tendsto (scfOrbit F x₀) atTop (𝓝 s) := by
  refine (converges_iff_no_two_cycle h hs hfix).2 (fun p hp hpp => ?_) x₀ hx
  by_contra hne
  have hlt := hc (F p) (h.maps p hp) p hp hne
  rw [hpp, abs_sub_comm] at hlt
  exact lt_irrefl _ hlt
```

## (j) An update that oscillates

Take F(x) = 1 − x. Show that it meets the three conditions on [0, 1], and that for real x₀

x₀ ≠ 1/2 ⇒ (xₙ) does not converge.

**Solution.** F is continuous and decreasing, and it maps [0, 1] to itself. Since F(F(x₀)) = x₀, part (g) shows that a limit l would satisfy x₀ = l = 1 − x₀, so x₀ = 1/2.

This map preserves distances, so (i) fails if its strict inequality is weakened to ≤. The Lean statement calls the start `x` and allows any real number, inside [0, 1] or not.

```lean
/-- The rule `F x = 1 - x` on `[0, 1]` is continuous, nonincreasing and maps the interval into
itself, yet its iteration converges from no starting point other than `1/2`. -/
theorem oscillation_witness :
    ScfMap (fun x => 1 - x) 0 1 ∧
    ∀ x : ℝ, x ≠ 1 / 2 → ¬ ∃ l, Tendsto (scfOrbit (fun y => 1 - y) x) atTop (𝓝 l) := by
  refine ⟨⟨fun x hx => ⟨sub_nonneg.2 hx.2, sub_le_self 1 hx.1⟩,
    (continuous_const.sub continuous_id).continuousOn,
    fun x _ y _ hxy => sub_le_sub_left hxy 1⟩, ?_⟩
  rintro x hx ⟨l, hl⟩
  obtain ⟨h1, h2⟩ := two_cycle_limit (F := fun y : ℝ => 1 - y) (sub_sub_cancel 1 x) hl
  have h3 : 1 - x = l := h2
  exact hx (by linarith)

end RoothaanTwoCycle
```

```lean
#print axioms RoothaanTwoCycle.fixedPoint_bracketed
#print axioms RoothaanTwoCycle.roothaan_dichotomy
#print axioms RoothaanTwoCycle.converges_iff_no_two_cycle
#print axioms RoothaanTwoCycle.converges_of_shrinking
```

```
'RoothaanTwoCycle.fixedPoint_bracketed' depends on axioms: [propext, Classical.choice, Quot.sound]
'RoothaanTwoCycle.roothaan_dichotomy' depends on axioms: [propext, Classical.choice, Quot.sound]
'RoothaanTwoCycle.converges_iff_no_two_cycle' depends on axioms: [propext, Classical.choice, Quot.sound]
'RoothaanTwoCycle.converges_of_shrinking' depends on axioms: [propext, Classical.choice, Quot.sound]
```

## A one-point interval and a nondecreasing update

If a = b, the self-map condition forces F(a) = a. The orbit is constant and p = q = a.

The comparison in (d) also handles a continuous nondecreasing self-map of [a, b], a case argued here in prose without a Lean proof. Each update then preserves order, so comparing x₀ with x₁ fixes the direction of the whole orbit. The orbit is monotone and bounded, and by continuity its limit is a fixed point. There may be several fixed points, as F(x) = x shows, so the limit can depend on the start.
